# A discrete dielectric solved through the vacuum Poisson solver: convergence for positive mixing below 2/ε_max

A charge density $\rho$ in a medium of relative permittivity $\varepsilon$ produces a potential $\varphi$ with $-\nabla\cdot(\varepsilon\nabla\varphi)=\rho$, where factors such as $4\pi$ are absorbed into $\rho$. On a finite grid, `V` is the set of nodes with unknown potential and `E` the set of edges. The real matrix $D$ takes potentials to their differences along edges, so the electric field is $-D\varphi$ up to grid spacings.

Throughout, $D$ is injective: no nonzero potential has zero field. Grounding a boundary node in every connected part of the grid ensures this; a periodic grid with its constant potentials does not. That the matrix below approximates the continuum operator is assumed.

```lean
import Mathlib

open Matrix Filter
open scoped Topology

namespace DielectricIteration

noncomputable section

variable {E V : Type*} [Fintype E] [DecidableEq E] [Fintype V] [DecidableEq V]
```

The dielectric operator is $A=D^{T}\operatorname{diag}(\varepsilon)D$, with a fixed permittivity $\varepsilon_e$ on each edge $e$.

```lean
/-- The discrete dielectric operator `Dᵀ diag(eps) D`, with `D` the discrete gradient from
nodes to edges and `eps` the permittivity on the edges. -/
def poissonOp (D : Matrix E V ℝ) (eps : E → ℝ) : Matrix V V ℝ :=
  Dᵀ * diagonal eps * D
```

With the vacuum operator $L=D^{T}D$, one step of the iteration is
$$\varphi\mapsto\varphi+mL^{-1}(\rho-A\varphi).$$
Here $m$ is a mixing parameter, not a mass. Below, `e0` is an upper bound on the relative permittivity, or its uniform value, and not the vacuum permittivity $\varepsilon_0$.

```lean
/-- One step of the iteration with mixing parameter `m`: the residual of the dielectric problem
is passed through the vacuum Poisson solver `(Dᵀ D)⁻¹`. Its domain is injective `D`. -/
def mixStep (D : Matrix E V ℝ) (eps : E → ℝ) (ρ : V → ℝ) (m : ℝ) (φ : V → ℝ) : V → ℝ :=
  φ + m • ((Dᵀ * D)⁻¹ *ᵥ (ρ - poissonOp D eps *ᵥ φ))
```

Errors are measured by the squared field $F(u)=\sum_e (Du)_e^2$.

```lean
/-- The squared field `∑ (D u)²` of a potential `u`, summed over the edges. -/
def fieldSq (D : Matrix E V ℝ) (u : V → ℝ) : ℝ := ∑ e, (D *ᵥ u) e ^ 2
```

## Invertible operators from a positive field energy

Setting $\varepsilon_e=1$ gives $A=L$, so results for $A$ also serve for $L$.

```lean
variable {D : Matrix E V ℝ} {eps : E → ℝ} {ρ φs : V → ℝ} {m q e0 : ℝ}

omit [Fintype V] [DecidableEq V] in
/-- With unit permittivity the dielectric operator is the vacuum operator `Dᵀ D`. -/
theorem poissonOp_one (D : Matrix E V ℝ) : poissonOp D (fun _ => 1) = Dᵀ * D := by
  simp [poissonOp]
```

Moving $D^{T}$ to the other side of the scalar product gives
$$x\cdot Ay=\sum_e\varepsilon_e(Dx)_e(Dy)_e.$$

```lean
omit [DecidableEq V] in
/-- The form of the dielectric operator is the product of the two fields, weighted by the
permittivity and summed over the edges. -/
theorem dot_poissonOp (D : Matrix E V ℝ) (eps : E → ℝ) (x y : V → ℝ) :
    x ⬝ᵥ (poissonOp D eps *ᵥ y) = ∑ e, eps e * ((D *ᵥ x) e * (D *ᵥ y) e) := by
  rw [poissonOp, ← mulVec_mulVec, ← mulVec_mulVec, Matrix.dotProduct_mulVec, vecMul_transpose]
  simp only [dotProduct, mulVec_diagonal]
  exact Finset.sum_congr rfl fun e _ => by ring
```

Let $\varepsilon_e>0$ and $Ax=Ay$, and put $z=x-y$. Then $0=z\cdot Az=\sum_e\varepsilon_e(Dz)_e^2$. Every term is nonnegative, so $Dz=0$, and injectivity of $D$ gives $x=y$. The square matrix $A$ is therefore injective, hence invertible.

```lean
/-- For an injective gradient and positive permittivity the dielectric operator is invertible. -/
theorem isUnit_det_poissonOp (hD : Function.Injective D.mulVec) (heps : ∀ e, 0 < eps e) :
    IsUnit (poissonOp D eps).det := by
  rw [← isUnit_iff_isUnit_det, ← mulVec_injective_iff_isUnit]
  intro x y hxy
  have h0 : poissonOp D eps *ᵥ (x - y) = 0 := by
    rw [mulVec_sub]
    exact sub_eq_zero.2 hxy
  have hs := dot_poissonOp D eps (x - y) (x - y)
  rw [h0, dotProduct_zero] at hs
  -- a sum of nonnegative terms vanishes, so the field vanishes on every edge
  apply hD
  funext e
  have h1 := (Finset.sum_eq_zero_iff_of_nonneg
    (fun e _ => mul_nonneg (heps e).le (mul_self_nonneg _))).1 hs.symm e (Finset.mem_univ e)
  have h2 := mul_self_eq_zero.1 ((mul_eq_zero.1 h1).resolve_left (heps e).ne')
  rw [mulVec_sub, Pi.sub_apply] at h2
  linarith
```

The case $\varepsilon_e=1$ gives the inverse used by the vacuum solver.

```lean
/-- For an injective gradient the vacuum operator `Dᵀ D` is invertible. -/
theorem isUnit_det_vacuum (hD : Function.Injective D.mulVec) : IsUnit (Dᵀ * D).det := by
  rw [← poissonOp_one]
  exact isUnit_det_poissonOp hD fun _ => one_pos
```

## Contraction of the field error

Let $A\varphi_s=\rho$ and $u=\varphi-\varphi_s$. Since $\rho-A\varphi=-Au$, the error after one step is $v=u-mL^{-1}Au$.

```lean
/-- If `φs` solves the dielectric problem, one step changes the error `u = φ - φs` into
`u - m L⁻¹ A u`, with `L` the vacuum and `A` the dielectric operator. -/
theorem error_step (h : poissonOp D eps *ᵥ φs = ρ) (φ : V → ℝ) :
    mixStep D eps ρ m φ - φs =
      (φ - φs) - m • ((Dᵀ * D)⁻¹ *ᵥ (poissonOp D eps *ᵥ (φ - φs))) := by
  subst h
  simp only [mixStep, mulVec_sub]
  module
```

Applying $L$ gives $Lv=Lu-mAu$, which is `hL` in the proof. The scalar product with $v$ then yields
$$F(v)=\sum_e(1-m\varepsilon_e)(Dv)_e(Du)_e.$$
If $|1-m\varepsilon_e|\le q$ on every edge, the inequality $ab\le(a^2+b^2)/2$ bounds the right side by $\tfrac12F(v)+\tfrac12q^2F(u)$. Hence $F(v)\le q^2F(u)$, and induction gives the factor $q^{2k}$ after $k$ steps. The identity is `h1` and the bound is `h3`, where `nlinarith` receives the square behind the inequality.

```lean
/-- For an injective gradient and a solution `φs` of the dielectric problem, if `|1 - m eps| ≤ q` on
every edge, then after `k` steps the squared field of the error is at most `q ^ (2 k)` times its
initial value. -/
theorem fieldSq_iterate_le (hD : Function.Injective D.mulVec)
    (h : poissonOp D eps *ᵥ φs = ρ) (hq : ∀ e, |1 - m * eps e| ≤ q) (φ : V → ℝ) (k : ℕ) :
    fieldSq D ((mixStep D eps ρ m)^[k] φ - φs) ≤ (q ^ 2) ^ k * fieldSq D (φ - φs) := by
  have step : ∀ φ, fieldSq D (mixStep D eps ρ m φ - φs) ≤ q ^ 2 * fieldSq D (φ - φs) := by
    intro φ
    rw [error_step h]
    generalize φ - φs = u
    generalize hv : u - m • ((Dᵀ * D)⁻¹ *ᵥ (poissonOp D eps *ᵥ u)) = v
    have hL : (Dᵀ * D) *ᵥ v = (Dᵀ * D) *ᵥ u - m • (poissonOp D eps *ᵥ u) := by
      rw [← hv, mulVec_sub, mulVec_smul, mulVec_mulVec,
        mul_nonsing_inv _ (isUnit_det_vacuum hD), one_mulVec]
    -- pair the new error with itself in the vacuum form
    have hdot := congrArg (fun w => v ⬝ᵥ w) hL
    simp only [dotProduct_sub, dotProduct_smul, ← poissonOp_one, dot_poissonOp,
      smul_eq_mul] at hdot
    have h1 : ∑ e, (1 - m * eps e) * ((D *ᵥ v) e * (D *ᵥ u) e) = fieldSq D v := by
      have h2 : fieldSq D v = ∑ e, 1 * ((D *ᵥ v) e * (D *ᵥ v) e) :=
        Finset.sum_congr rfl fun e _ => by ring
      rw [h2, hdot, Finset.mul_sum, ← Finset.sum_sub_distrib]
      exact Finset.sum_congr rfl fun e _ => by ring
    have h3 : ∑ e, (1 - m * eps e) * ((D *ᵥ v) e * (D *ᵥ u) e) ≤
        ∑ e, ((D *ᵥ v) e ^ 2 + q ^ 2 * (D *ᵥ u) e ^ 2) / 2 := by
      refine Finset.sum_le_sum fun e _ => ?_
      have hc := sq_le_sq' (abs_le.1 (hq e)).1 (abs_le.1 (hq e)).2
      nlinarith [sq_nonneg ((D *ᵥ v) e - (1 - m * eps e) * (D *ᵥ u) e),
        mul_le_mul_of_nonneg_right hc (sq_nonneg ((D *ᵥ u) e))]
    rw [h1, ← Finset.sum_div, Finset.sum_add_distrib, ← Finset.mul_sum] at h3
    unfold fieldSq at h3 ⊢
    linarith
  induction k with
  | zero => simp
  | succ k ih =>
    rw [Function.iterate_succ_apply']
    calc _ ≤ q ^ 2 * fieldSq D ((mixStep D eps ρ m)^[k] φ - φs) := step _
      _ ≤ q ^ 2 * ((q ^ 2) ^ k * fieldSq D (φ - φs)) :=
        mul_le_mul_of_nonneg_left ih (sq_nonneg q)
      _ = _ := by ring
```

## Convergence from every start

Suppose $0<\varepsilon_e\le e_0$ and $0<m<2/e_0$. Then $0<m\varepsilon_e<2$, so $|1-m\varepsilon_e|<1$. There are finitely many edges, so the largest of these values serves as $q<1$; without edges, $q=0$ does. Thus $F$ of the error tends to zero, and so does each component of its field. The potential error follows from
$$u=L^{-1}D^{T}(Du),$$
a continuous function of the field.

The theorem states that a solution exists and that the iterates converge to it from every initial potential. This bears on implicit-solvent electronic-structure calculations that pass the residual $\rho-A\varphi$ itself to a vacuum Poisson solver, for a finite grid with fixed permittivity, no ionic response and exact vacuum solves. Schemes that first divide the charge by the permittivity and iterate on the polarization charge are a different iteration, not treated here.

```lean
/-- For an injective gradient, permittivity `0 < eps ≤ e0` and mixing `0 < m < 2 / e0`, the
dielectric problem has a solution to which the iteration converges from every start. -/
theorem iteration_converges (hD : Function.Injective D.mulVec) (hpos : ∀ e, 0 < eps e)
    (hle : ∀ e, eps e ≤ e0) (hm : 0 < m) (hm2 : m < 2 / e0) (ρ : V → ℝ) :
    ∃ φs, poissonOp D eps *ᵥ φs = ρ ∧
      ∀ φ, Tendsto (fun k => (mixStep D eps ρ m)^[k] φ) atTop (𝓝 φs) := by
  have hsol : poissonOp D eps *ᵥ ((poissonOp D eps)⁻¹ *ᵥ ρ) = ρ := by
    rw [mulVec_mulVec, mul_nonsing_inv _ (isUnit_det_poissonOp hD hpos), one_mulVec]
  refine ⟨_, hsol, fun φ => ?_⟩
  generalize (poissonOp D eps)⁻¹ *ᵥ ρ = φs at hsol ⊢
  have hlt : ∀ e, |1 - m * eps e| < 1 := by
    intro e
    have h1 := (lt_div_iff₀ ((hpos e).trans_le (hle e))).1 hm2
    have h2 := mul_le_mul_of_nonneg_left (hle e) hm.le
    have h3 := mul_pos hm (hpos e)
    exact abs_lt.2 ⟨by linarith, by linarith⟩
  -- the worst edge fixes the contraction factor
  obtain ⟨q, hq0, hq1, hq⟩ : ∃ q : ℝ, 0 ≤ q ∧ q < 1 ∧ ∀ e, |1 - m * eps e| ≤ q := by
    rcases isEmpty_or_nonempty E with hE | hE
    · exact ⟨0, le_rfl, one_pos, fun e => hE.elim e⟩
    · obtain ⟨i, hi⟩ := Finite.exists_max (fun e => |1 - m * eps e|)
      exact ⟨_, abs_nonneg _, hlt i, hi⟩
  have hF : Tendsto (fun k => fieldSq D ((mixStep D eps ρ m)^[k] φ - φs)) atTop (𝓝 0) := by
    refine squeeze_zero (fun k => Finset.sum_nonneg fun e _ => sq_nonneg _)
      (fieldSq_iterate_le hD hsol hq φ) ?_
    have h1 := (tendsto_pow_atTop_nhds_zero_of_lt_one (sq_nonneg q)
      (by nlinarith : q ^ 2 < 1)).mul_const (fieldSq D (φ - φs))
    rwa [zero_mul] at h1
  have hfield : Tendsto (fun k => D *ᵥ ((mixStep D eps ρ m)^[k] φ - φs)) atTop (𝓝 0) := by
    refine tendsto_pi_nhds.2 fun e => squeeze_zero_norm (fun k => Real.abs_le_sqrt
      (Finset.single_le_sum (f := fun e => (D *ᵥ ((mixStep D eps ρ m)^[k] φ - φs)) e ^ 2)
        (fun i _ => sq_nonneg _) (Finset.mem_univ e))) ?_
    have h1 := (Real.continuous_sqrt.tendsto 0).comp hF
    rwa [Real.sqrt_zero] at h1
  -- recover the potential from its field
  have hc : Continuous (fun w : E → ℝ => ((Dᵀ * D)⁻¹ * Dᵀ) *ᵥ w) :=
    continuous_const.matrix_mulVec continuous_id
  have h0 := hc.tendsto 0
  simp only [mulVec_zero] at h0
  have herr : Tendsto (fun k => (mixStep D eps ρ m)^[k] φ - φs) atTop (𝓝 0) := by
    refine (h0.comp hfield).congr fun k => ?_
    rw [Function.comp_apply, mulVec_mulVec, Matrix.mul_assoc,
      nonsing_inv_mul _ (isUnit_det_vacuum hD), one_mulVec]
  simpa using herr.add_const φs
```

If also $\varepsilon_e\ge1$, the vacuum value, take $m=2/(1+e_0)$. Then
$$1-m\varepsilon_e=\frac{e_0+1-2\varepsilon_e}{e_0+1},$$
whose numerator lies between $-(e_0-1)$ and $e_0-1$. After each step the squared field of the error is therefore at most $((e_0-1)/(e_0+1))^2$ times its previous value.

```lean
/-- For an injective gradient, `1 ≤ eps ≤ e0` and a solution `φs` of the dielectric problem, `k`
steps with mixing `m = 2 / (1 + e0)` leave the squared field of the error at most
`((e0 - 1) / (e0 + 1)) ^ (2 k)` times its initial value. -/
theorem rate_of_balanced_mixing (hD : Function.Injective D.mulVec) (h1 : ∀ e, 1 ≤ eps e)
    (hle : ∀ e, eps e ≤ e0) (h : poissonOp D eps *ᵥ φs = ρ) (φ : V → ℝ) (k : ℕ) :
    fieldSq D ((mixStep D eps ρ (2 / (1 + e0)))^[k] φ - φs) ≤
      (((e0 - 1) / (e0 + 1)) ^ 2) ^ k * fieldSq D (φ - φs) := by
  refine fieldSq_iterate_le hD h (fun e => ?_) φ k
  have ha := h1 e
  have hb := hle e
  have hp : 0 < e0 + 1 := by linarith
  have h2 : 1 - 2 / (1 + e0) * eps e = (e0 + 1 - 2 * eps e) / (e0 + 1) := by
    rw [add_comm 1 e0, eq_div_iff hp.ne', sub_mul, div_mul_eq_mul_div, div_mul_cancel₀ _ hp.ne']
    ring
  rw [h2, abs_div, abs_of_pos hp]
  simp only [div_eq_mul_inv]
  exact mul_le_mul_of_nonneg_right (abs_le.2 ⟨by linarith, by linarith⟩) (inv_nonneg.2 hp.le)
```

## Divergence in a uniform medium

For $\varepsilon_e=e_0$ on every edge, $A=e_0L$, and the step reduces to $v=(1-me_0)u$. After $k$ steps the error is exactly $(1-me_0)^k(\varphi-\varphi_s)$.

```lean
/-- For an injective gradient and uniform permittivity `e0`, each step multiplies the error
by exactly `1 - m e0`. -/
theorem uniform_error (hD : Function.Injective D.mulVec)
    (h : poissonOp D (fun _ => e0) *ᵥ φs = ρ) (φ : V → ℝ) (k : ℕ) :
    (mixStep D (fun _ => e0) ρ m)^[k] φ - φs = (1 - m * e0) ^ k • (φ - φs) := by
  have hA : poissonOp D (fun _ => e0) = e0 • (Dᵀ * D) := by
    rw [poissonOp, ← smul_one_eq_diagonal, Matrix.mul_smul, Matrix.smul_mul, Matrix.mul_one]
  induction k with
  | zero => simp
  | succ k ih =>
    rw [Function.iterate_succ_apply', error_step h, ih, hA, smul_mulVec, mulVec_smul,
      mulVec_mulVec, nonsing_inv_mul _ (isUnit_det_vacuum hD), one_mulVec, pow_succ]
    module
```

If $e_0>0$ and $m>2/e_0$, then $|1-me_0|>1$. Writing $\varphi_k$ for the $k$-th iterate,
$$\|\varphi_k\|\ge|1-me_0|^k\|\varphi-\varphi_s\|-\|\varphi_s\|,$$
which grows without bound unless $\varphi=\varphi_s$. A start at the solution stays there, which gives the converse. The norm in Lean is the largest absolute value over the nodes.

```lean
/-- For an injective gradient, uniform permittivity `e0 > 0` and mixing `m > 2 / e0`, the
iterates grow without bound exactly when the start is not a solution. -/
theorem uniform_diverges_iff (hD : Function.Injective D.mulVec) (he : 0 < e0)
    (hm : 2 / e0 < m) (ρ φ : V → ℝ) :
    Tendsto (fun k => ‖(mixStep D (fun _ => e0) ρ m)^[k] φ‖) atTop atTop ↔
      poissonOp D (fun _ => e0) *ᵥ φ ≠ ρ := by
  constructor
  · -- a solution is never left
    intro ht hsol
    obtain ⟨k, hk⟩ := (ht.eventually_gt_atTop ‖φ‖).exists
    have h1 := uniform_error (m := m) hD hsol φ k
    rw [sub_self, smul_zero, sub_eq_zero] at h1
    rw [h1] at hk
    exact lt_irrefl _ hk
  · intro hne
    have hsol : poissonOp D (fun _ => e0) *ᵥ ((poissonOp D (fun _ => e0))⁻¹ *ᵥ ρ) = ρ := by
      rw [mulVec_mulVec, mul_nonsing_inv _ (isUnit_det_poissonOp hD fun _ => he), one_mulVec]
    generalize (poissonOp D (fun _ => e0))⁻¹ *ᵥ ρ = φs at hsol
    have hr : 0 < ‖φ - φs‖ := by
      refine norm_pos_iff.2 (sub_ne_zero.2 fun h => hne ?_)
      rw [h, hsol]
    have hc : 1 < |1 - m * e0| := by
      have h1 := (div_lt_iff₀ he).1 hm
      exact lt_abs.2 (Or.inr (by linarith))
    -- the error grows geometrically, the solution stays fixed
    refine tendsto_atTop_mono (fun k => ?_) (tendsto_atTop_add_const_right _ (-‖φs‖)
      ((tendsto_pow_atTop_atTop_of_one_lt hc).atTop_mul_const hr))
    have h2 := norm_sub_le ((mixStep D (fun _ => e0) ρ m)^[k] φ) φs
    rw [uniform_error hD hsol, norm_smul, norm_pow, Real.norm_eq_abs] at h2
    linarith
```

The undamped iteration has $m=1$, and $e_0>2$ means $2/e_0<1$. It therefore diverges from every start except the solution. This statement concerns a uniform medium, not a cavity with varying permittivity.

```lean
/-- For an injective gradient and uniform permittivity `e0 > 2`, the undamped iteration `m = 1`
grows without bound from every start except a solution. -/
theorem undamped_diverges_iff (hD : Function.Injective D.mulVec) (he : 2 < e0) (ρ φ : V → ℝ) :
    Tendsto (fun k => ‖(mixStep D (fun _ => e0) ρ 1)^[k] φ‖) atTop atTop ↔
      poissonOp D (fun _ => e0) *ᵥ φ ≠ ρ :=
  uniform_diverges_iff hD (by linarith) ((div_lt_one (by linarith)).2 he) ρ φ

end

end DielectricIteration
```

```lean
#print axioms DielectricIteration.iteration_converges
#print axioms DielectricIteration.rate_of_balanced_mixing
#print axioms DielectricIteration.undamped_diverges_iff
```

```
'DielectricIteration.iteration_converges' depends on axioms: [propext, Classical.choice, Quot.sound]
'DielectricIteration.rate_of_balanced_mixing' depends on axioms: [propext, Classical.choice, Quot.sound]
'DielectricIteration.undamped_diverges_iff' depends on axioms: [propext, Classical.choice, Quot.sound]
```
